# In dimension at least two, a ray map fixes its unitary or antiunitary operator up to one phase

Suppose I say that two norm-preserving operators \(f\) and \(g\) act in the same way on rays when \(f x = c_x\, g x\) for every vector \(x\), with a complex factor \(c_x\) that may change from vector to vector. On a complex inner-product space of dimension at least 2, two unitaries related like this should differ by a single constant phase, and so should two antiunitaries. A unitary and an antiunitary should never be related like this at all. This is the uniqueness part of Wigner's theorem, and I use it whenever I call time reversal antiunitary. Can it be proved in full, with Lean checking every step?

## From a factor for each vector to one constant phase

Yes. Letting the factor depend on the vector is the right starting point, because a ray map carries no phase information; that the factor is constant then has to be proved.

**Operators that fix every ray.** Let \(T\) be linear on a nonzero space, with every nonzero vector an eigenvector. Take \(x \neq 0\) with \(Tx = cx\). If \(y = ax\), then \(Ty = acx = cy\). Otherwise \(x\) and \(y\) are independent. Write \(Ty = dy\) and \(T(x+y) = e(x+y)\). Then

\[
(c-e)\,x + (d-e)\,y = 0,
\]

so \(c = e = d\). Hence \(T = c\) on the whole space.

**Two operators of the same kind.** Let \(U, W\) be unitary with \(Ux = c_x Wx\). Then \(W^{-1}U\) is linear and sends \(x\) to \(c_x x\), so it is a constant \(c\), and \(Ux = cWx\). Taking norms at some \(x \neq 0\) gives \(|c| = 1\). If \(d\) also works, then \(cWx = dWx\) with \(Wx \neq 0\), so \(d = c\).

For antiunitaries \(A, B\) with \(Ax = c_x Bx\), the two conjugations cancel and \(B^{-1}A\) is linear. It sends \(x\) to \(c_x^* x\), so it is a constant \(\lambda\), and \(Ax = B(\lambda x) = \lambda^* Bx\). The norm and uniqueness arguments are the same.

**A unitary and an antiunitary.** If \(Ux = c_x Ax\), then \(S = A^{-1}U\) is antilinear and fixes every ray. For independent \(x, y\), write \(Sx = ax\), \(Sy = by\), \(S(x+y) = c(x+y)\) and \(S(x+iy) = d(x+iy)\). The third relation gives \(a = c = b\). The fourth reads

\[
ax - ib\,y = dx + id\,y,
\]

so \(a = d = -b\). Together these force \(a = 0\), hence \(Sx = 0\), although \(S\) preserves norms and \(x \neq 0\).

**The one-dimensional case.** On \(\mathbb{C}\), the identity and complex conjugation do induce the same ray map: for \(z \neq 0\), \(z = (z/z^*)\,z^*\), with a phase that varies with \(z\). More generally, if one vector \(v\) spans the space, then \(Ux = rv\) and \(Ax = sv\). For \(x \neq 0\) we have \(s \neq 0\) and \(Ux = (r/s)Ax\); for \(x = 0\) both sides vanish. The bound on the dimension is therefore sharp.

**The square of time reversal.** Let \(\Theta\) be antiunitary and let \(\Theta^2\) fix every ray, which says, when every ray is a physical state, that reversing time twice restores every state. On a nonzero space, \(\Theta^2\) is linear and norm-preserving, so \(\Theta^2 = c\) with \(|c| = 1\). Evaluating \(\Theta^3 x\) in two ways gives \(c^*\Theta x = c\,\Theta x\), so \(c\) is real and \(c = \pm 1\). On the zero space there is nothing to show. The minus sign occurs for \(\Theta(x_0, x_1) = (-x_1^*, x_0^*)\), since a second application gives \((-x_0, -x_1)\).

### What the Lean statements say

`SameRayMap f g` is the relation from the question, stated on vectors without building a projective space. The definition accepts any two functions, but the theorems use it only for norm-preserving maps, where the factor has modulus 1 for every nonzero vector. A unitary has type `V ≃ₗᵢ[ℂ] V`, an invertible linear map that preserves norms; an antiunitary has type `V ≃ₗᵢ⋆[ℂ] V`, its conjugate-linear analogue. `Module.rank ℂ V` is the algebraic dimension. It may be infinite, and completeness is not assumed.

`wigner_uniqueness` takes `2 ≤ Module.rank ℂ V`, two unitaries and two antiunitaries. It returns the two phase statements, where `∃!` means exactly one constant, and the impossibility of the mixed case. The phase theorems `unitary_phase` and `antiunitary_phase` need only a nonzero space; on the zero space every phase would work. `unitary_antiunitary_iff` says that a unitary and an antiunitary agree on rays exactly when the dimension is at most one.

The operators are given from the start. That every bijective ray map preserving transition probabilities comes from such an operator is the existence half of Wigner's theorem, and it is not derived here.

```lean
import Mathlib

open scoped ComplexConjugate

namespace WignerUniqueness

noncomputable section

variable {V : Type*} [NormedAddCommGroup V] [InnerProductSpace ℂ V]

/-- For every vector `x`, `f x` is a complex multiple of `g x`; the factor may depend on `x`. -/
def SameRayMap (f g : V → V) : Prop := ∀ x, ∃ c : ℂ, f x = c • g x

/-- A linear operator for which every vector is mapped to a multiple of itself is a
constant multiple of the identity. -/
theorem scalar_of_fixes_rays (T : V →ₗ[ℂ] V) (h : ∀ x, ∃ c : ℂ, T x = c • x) :
    ∃ c : ℂ, ∀ x, T x = c • x := by
  rcases subsingleton_or_nontrivial V with hV | hV
  · exact ⟨1, fun x => Subsingleton.elim _ _⟩
  obtain ⟨x, hx⟩ := exists_ne (0 : V)
  obtain ⟨c, hc⟩ := h x
  refine ⟨c, fun y => ?_⟩
  by_cases hy : ∃ a : ℂ, a • x = y
  · obtain ⟨a, rfl⟩ := hy
    rw [map_smul, hc, smul_comm]
  · have hli : LinearIndependent ℂ ![x, y] :=
      (LinearIndependent.pair_iff' hx).2 (fun a ha => hy ⟨a, ha⟩)
    obtain ⟨d, hd⟩ := h y
    obtain ⟨e, he⟩ := h (x + y)
    rw [map_add, hc, hd] at he
    -- compare the coefficients of x and y in T (x + y)
    have h0 : (c - e) • x + (d - e) • y = 0 := by
      linear_combination (norm := module) he
    obtain ⟨h1, h2⟩ := LinearIndependent.pair_iff.1 hli _ _ h0
    have hdc : d = c := by linear_combination h2 - h1
    rw [hd, hdc]

/-- On a nonzero space, if two norm-preserving maps differ by a constant factor, then that
factor is a phase and is unique. -/
theorem existsUnique_phase [Nontrivial V] {f g : V → V} (hf : ∀ x, ‖f x‖ = ‖x‖)
    (hg : ∀ x, ‖g x‖ = ‖x‖) {c : ℂ} (h : ∀ x, f x = c • g x) :
    ∃! c : ℂ, ‖c‖ = 1 ∧ ∀ x, f x = c • g x := by
  obtain ⟨x, hx⟩ := exists_ne (0 : V)
  have hgx : g x ≠ 0 := by
    rw [← norm_ne_zero_iff, hg]
    exact norm_ne_zero_iff.2 hx
  have hn : ‖c‖ = 1 := by
    have e := congrArg norm (h x)
    rw [norm_smul, hf, hg] at e
    exact mul_right_cancel₀ (norm_ne_zero_iff.2 hx) (by rw [one_mul]; exact e.symm)
  refine ⟨c, ⟨hn, h⟩, fun d hd => smul_left_injective ℂ hgx ?_⟩
  exact (hd.2 x).symm.trans (h x)

/-- On a nonzero space, two unitaries that induce the same map on rays differ by exactly one
constant phase. -/
theorem unitary_phase [Nontrivial V] (U W : V ≃ₗᵢ[ℂ] V) (h : SameRayMap ⇑U ⇑W) :
    ∃! c : ℂ, ‖c‖ = 1 ∧ ∀ x, U x = c • W x := by
  -- the operator W⁻¹ U fixes every ray
  let T : V →ₗ[ℂ] V :=
    { toFun := fun x => W.symm (U x)
      map_add' := fun x y => by rw [map_add, map_add]
      map_smul' := fun a x => by simp }
  obtain ⟨c, hc⟩ := scalar_of_fixes_rays T (fun x => by
    obtain ⟨c, hc⟩ := h x
    refine ⟨c, ?_⟩
    change W.symm (U x) = c • x
    rw [hc, map_smul, W.symm_apply_apply])
  refine existsUnique_phase U.norm_map W.norm_map (c := c) (fun x => ?_)
  have hx : W.symm (U x) = c • x := hc x
  rw [← W.apply_symm_apply (U x), hx, map_smul]

/-- On a nonzero space, two antiunitaries that induce the same map on rays differ by exactly
one constant phase. -/
theorem antiunitary_phase [Nontrivial V] (A B : V ≃ₗᵢ⋆[ℂ] V) (h : SameRayMap ⇑A ⇑B) :
    ∃! c : ℂ, ‖c‖ = 1 ∧ ∀ x, A x = c • B x := by
  -- the operator B⁻¹ A is linear and fixes every ray
  let T : V →ₗ[ℂ] V :=
    { toFun := fun x => B.symm (A x)
      map_add' := fun x y => by rw [map_add, map_add]
      map_smul' := fun a x => by simp [map_smulₛₗ] }
  obtain ⟨c, hc⟩ := scalar_of_fixes_rays T (fun x => by
    obtain ⟨c, hc⟩ := h x
    refine ⟨conj c, ?_⟩
    change B.symm (A x) = conj c • x
    rw [hc, map_smulₛₗ, B.symm_apply_apply])
  refine existsUnique_phase A.norm_map B.norm_map (c := conj c) (fun x => ?_)
  have hx : B.symm (A x) = c • x := hc x
  rw [← B.apply_symm_apply (A x), hx, map_smulₛₗ]

/-- A unitary and an antiunitary induce the same map on rays exactly when the space has
dimension at most one. -/
theorem unitary_antiunitary_iff (U : V ≃ₗᵢ[ℂ] V) (A : V ≃ₗᵢ⋆[ℂ] V) :
    SameRayMap ⇑U ⇑A ↔ Module.rank ℂ V ≤ 1 := by
  constructor
  · intro h
    by_contra hr
    have hr' : 1 < Module.rank ℂ V := not_le.1 hr
    have : Nontrivial V := rank_pos_iff_nontrivial.1 (zero_lt_one.trans hr')
    obtain ⟨x, hx⟩ := exists_ne (0 : V)
    obtain ⟨y, hli⟩ := exists_linearIndependent_pair_of_one_lt_rank hr' hx
    have hT : ∀ v, ∃ c : ℂ, A.symm (U v) = c • v := fun v => by
      obtain ⟨c, hc⟩ := h v
      exact ⟨conj c, by rw [hc, map_smulₛₗ, A.symm_apply_apply]⟩
    obtain ⟨a, ha⟩ := hT x
    obtain ⟨b, hb⟩ := hT y
    obtain ⟨c, hc⟩ := hT (x + y)
    obtain ⟨d, hd⟩ := hT (x + Complex.I • y)
    rw [map_add, map_add, ha, hb] at hc
    rw [map_add, map_add, map_smul, map_smulₛₗ, ha, hb, Complex.conj_I] at hd
    -- x + y gives a = b, while x + i y gives a = -b
    have h1 : (a - c) • x + (b - c) • y = 0 := by
      linear_combination (norm := module) hc
    have h2 : (a - d) • x + (-Complex.I * b - d * Complex.I) • y = 0 := by
      linear_combination (norm := module) hd
    obtain ⟨p, q⟩ := LinearIndependent.pair_iff.1 hli _ _ h1
    obtain ⟨r, s⟩ := LinearIndependent.pair_iff.1 hli _ _ h2
    have hbd : Complex.I * (b + d) = 0 := by linear_combination -s
    have hbd' : b + d = 0 := (mul_eq_zero.1 hbd).resolve_left Complex.I_ne_zero
    have ha0 : a = 0 := by linear_combination (p - q + r + hbd') / 2
    rw [ha0, zero_smul] at ha
    apply hx
    rw [← norm_eq_zero, ← U.norm_map, ← A.symm.norm_map, ha, norm_zero]
  · intro hr x
    obtain ⟨v, hv⟩ := rank_le_one_iff.1 hr
    obtain ⟨r, hr⟩ := hv (U x)
    obtain ⟨s, hs⟩ := hv (A x)
    by_cases hs0 : s = 0
    · have hx : x = 0 := by
        rw [← norm_eq_zero, ← A.norm_map, ← hs, hs0, zero_smul, norm_zero]
      exact ⟨1, by rw [hx, map_zero, map_zero, smul_zero]⟩
    · exact ⟨r / s, by rw [← hr, ← hs, smul_smul, div_mul_cancel₀ r hs0]⟩

/-- Uniqueness part of Wigner's theorem: in dimension at least two, two unitaries, or two
antiunitaries, with the same map on rays differ by exactly one constant phase, and a unitary
and an antiunitary never have the same map on rays. -/
theorem wigner_uniqueness (hV : 2 ≤ Module.rank ℂ V)
    (U W : V ≃ₗᵢ[ℂ] V) (A B : V ≃ₗᵢ⋆[ℂ] V) :
    (SameRayMap ⇑U ⇑W → ∃! c : ℂ, ‖c‖ = 1 ∧ ∀ x, U x = c • W x) ∧
    (SameRayMap ⇑A ⇑B → ∃! c : ℂ, ‖c‖ = 1 ∧ ∀ x, A x = c • B x) ∧
    ¬ SameRayMap ⇑U ⇑A := by
  have h1 : 1 < Module.rank ℂ V := lt_of_lt_of_le Cardinal.one_lt_two hV
  have : Nontrivial V := rank_pos_iff_nontrivial.1 (zero_lt_one.trans h1)
  exact ⟨unitary_phase U W, antiunitary_phase A B,
    fun h => not_le_of_gt h1 ((unitary_antiunitary_iff U A).1 h)⟩

/-- If applying an antiunitary twice returns every vector to a multiple of itself, then its
square is plus or minus the identity. -/
theorem antiunitary_sq (Θ : V ≃ₗᵢ⋆[ℂ] V) (h : SameRayMap (fun x => Θ (Θ x)) id) :
    (∀ x, Θ (Θ x) = x) ∨ (∀ x, Θ (Θ x) = -x) := by
  rcases subsingleton_or_nontrivial V with hV | hV
  · exact Or.inl (fun x => Subsingleton.elim _ _)
  let T : V →ₗ[ℂ] V :=
    { toFun := fun x => Θ (Θ x)
      map_add' := fun x y => by rw [map_add, map_add]
      map_smul' := fun a x => by simp [map_smulₛₗ] }
  obtain ⟨c₀, hc₀⟩ := scalar_of_fixes_rays T h
  obtain ⟨c, ⟨hn, hc⟩, -⟩ := existsUnique_phase (f := fun x => Θ (Θ x)) (g := id)
    (fun x => by rw [Θ.norm_map, Θ.norm_map]) (fun _ => rfl) hc₀
  have hc' : ∀ x, Θ (Θ x) = c • x := hc
  obtain ⟨x, hx⟩ := exists_ne (0 : V)
  have hΘx : Θ x ≠ 0 := by
    rw [← norm_ne_zero_iff, Θ.norm_map]
    exact norm_ne_zero_iff.2 hx
  -- Θ commutes with its own square, so the phase is real
  have e : conj c • Θ x = c • Θ x := by
    rw [← hc' (Θ x), hc' x, map_smulₛₗ]
  have hreal : conj c = c := smul_left_injective ℂ hΘx e
  obtain ⟨r, rfl⟩ := Complex.conj_eq_iff_real.1 hreal
  rw [Complex.norm_real, Real.norm_eq_abs] at hn
  rcases (abs_eq zero_le_one).1 hn with hr | hr
  · exact Or.inl (fun x => by rw [hc' x, hr, Complex.ofReal_one, one_smul])
  · exact Or.inr (fun x => by
      rw [hc' x, hr, Complex.ofReal_neg, Complex.ofReal_one, neg_smul, one_smul])

/-- The antiunitary map on two-component spinors that sends (a, b) to (-b*, a*). -/
def spinReversal : EuclideanSpace ℂ (Fin 2) ≃ₗᵢ⋆[ℂ] EuclideanSpace ℂ (Fin 2) where
  toFun x := !₂[-conj (x 1), conj (x 0)]
  invFun x := !₂[conj (x 1), -conj (x 0)]
  map_add' x y := by
    ext i
    fin_cases i <;> simp
    ring
  map_smul' a x := by ext i; fin_cases i <;> simp
  left_inv x := by ext i; fin_cases i <;> simp
  right_inv x := by ext i; fin_cases i <;> simp
  norm_map' x := by
    change ‖(!₂[-conj (x 1), conj (x 0)] : EuclideanSpace ℂ (Fin 2))‖ = ‖x‖
    rw [EuclideanSpace.norm_eq, EuclideanSpace.norm_eq]
    simp [Fin.sum_univ_two, add_comm]

/-- Applying `spinReversal` twice changes the sign of every two-component spinor. -/
theorem spinReversal_sq (x : EuclideanSpace ℂ (Fin 2)) :
    spinReversal (spinReversal x) = -x := by
  change (!₂[-conj (conj (x 0)), conj (-conj (x 1))] : EuclideanSpace ℂ (Fin 2)) = -x
  ext i
  fin_cases i <;> simp

end

end WignerUniqueness
```

```lean
#print axioms WignerUniqueness.unitary_antiunitary_iff
-- 'WignerUniqueness.unitary_antiunitary_iff' depends on axioms: [propext, Classical.choice, Quot.sound]
#print axioms WignerUniqueness.wigner_uniqueness
-- 'WignerUniqueness.wigner_uniqueness' depends on axioms: [propext, Classical.choice, Quot.sound]
#print axioms WignerUniqueness.antiunitary_sq
-- 'WignerUniqueness.antiunitary_sq' depends on axioms: [propext, Classical.choice, Quot.sound]
#print axioms WignerUniqueness.spinReversal_sq
-- 'WignerUniqueness.spinReversal_sq' depends on axioms: [propext, Classical.choice, Quot.sound]
```

### How the lemmas divide the work

`scalar_of_fixes_rays` is the eigenvector argument. Its case split asks whether `y` is a multiple of `x`, and `LinearIndependent.pair_iff` reads off the two vanishing coefficients. `existsUnique_phase` contains the norm and uniqueness arguments for any two norm-preserving maps.

The two phase theorems build `T` as \(W^{-1}U\) or \(B^{-1}A\), apply the first lemma, and pass the constant to the second. In the antiunitary version, the `conj c` passed to `existsUnique_phase` is the \(\lambda^*\) above.

In `unitary_antiunitary_iff`, the forward direction tests \(A^{-1}U\) on `x + y` and `x + Complex.I • y`; the resulting coefficient equations combine to give `a = 0`. The reverse direction uses a spanning vector. `wigner_uniqueness` assembles these results.

`antiunitary_sq` compares `Θ` applied to its square with the square applied to `Θ x`, which makes the phase real. `spinReversal` defines the spinor map and proves it antiunitary, and `spinReversal_sq` computes its square component by component.

For a single spin one half, a two-dimensional model without spatial degrees of freedom, this sign distinguishes `spinReversal` from plain complex conjugation of the components, whose square is \(+1\). Rephasing \(\Theta\) cannot change it, because \((e^{i\alpha}\Theta)^2 = e^{i\alpha}e^{-i\alpha}\Theta^2 = \Theta^2\).
